# Soft photons in a discrete Poisson model: the no-photon probability vanishes, while the energy-inclusive one tends to $e^{-\gamma\eta}/\Gamma(1+\eta)$ for $\eta>0$

If I compute the probability that a charged particle scatters without emitting any photon, and I let the allowed photon energies reach down towards zero, I get zero. In that limit the purely elastic rate is zero, although the particle does scatter: the events are accompanied by photons. The usual remedy is to count every event whose total radiated energy stays below a detector threshold, and this is supposed to leave a finite rate that contains the factor $e^{-\gamma\eta}/\Gamma(1+\eta)$, where $\gamma$ is Euler's constant and $\eta>0$ measures the strength of the soft radiation.

I would like to see this in a model with discrete photon energies and independent Poisson emission, as in the soft-photon picture of Yennie, Frautschi and Suura (YFS). Can the factor be derived from the photon configurations themselves, rigorously and with a machine-checked proof?

## Counting energy by removing one photon

Yes. Take $n$ modes, labelled $k=0,\dots,n-1$, where a photon in mode $k$ has energy $k+1$ in units of the level spacing. A configuration $c$ gives the number $c_k$ of photons in each mode. Its energy and probability are

$$E(c)=\sum_{k=0}^{n-1}(k+1)c_k,\qquad w(c)=\prod_{k=0}^{n-1}e^{-\mu_k}\frac{\mu_k^{c_k}}{c_k!},\qquad \mu_k=\frac{\eta}{k+1}.$$

Let $p_m$ be the sum of $w(c)$ over all configurations with $E(c)=m$. The means $\mu_k$ discretise the soft-photon spectrum $\eta\,d\omega/\omega$. If the spacing is $\delta$ and the threshold is $n\delta$, then $n\to\infty$ at fixed threshold is the infrared limit $\delta\to0$.

**One photon more.** Let $e_k$ be the configuration with a single photon, in mode $k$. Adding it to $c$ multiplies the weight by $\mu_k/(c_k+1)$, so

$$(k+1)(c_k+1)\,w(c+e_k)=\eta\,w(c).$$

The photon energy has cancelled the $1/(k+1)$ in the mean.

**Energy in one mode.** Sum $(k+1)c_k\,w(c)$ over configurations of energy $r+k+1$. Terms with $c_k=0$ vanish. Every other configuration is $c'+e_k$ for exactly one $c'$ of energy $r$, so the sum is $\eta\,p_r$.

**The recursion.** Let $m\le n$. Write $m=E(c)$ inside the sum for $m\,p_m$ and exchange the sums over modes and configurations. Modes with $k\ge m$ must be empty, since one photon there would already exceed the energy $m$. The others contribute with $r=m-1-k$:

$$m\,p_m=\eta\sum_{k=0}^{m-1}p_{m-1-k}=\eta\sum_{j=0}^{m-1}p_j.$$

The condition $m\le n$ ensures that all the modes $0,\dots,m-1$ exist.

**The starting value.** Only the vacuum has zero energy. With $H_n=\sum_{k=0}^{n-1}1/(k+1)$, this gives $p_0=\prod_k e^{-\eta/(k+1)}=e^{-\eta H_n}$.

**The cumulative probability.** Put $S_m=p_0+\dots+p_m$. For $1\le m\le n$ the recursion says $p_m=(\eta/m)S_{m-1}$, hence $S_m=(1+\eta/m)S_{m-1}$. Iterating from $S_0=p_0$ up to $m=n$ gives

$$S_n=\prod_{k=0}^{n-1}\Bigl(1+\frac{\eta}{k+1}\Bigr)e^{-\eta/(k+1)}.$$

**The limit.** Let $\eta>0$ and $n\ge1$. Euler's formula says that

$$G_n=\frac{n^\eta\,n!}{\eta(\eta+1)\cdots(\eta+n)}\to\Gamma(\eta).$$

Since $\prod_{k=0}^{n-1}(1+\eta/(k+1))=n^\eta/(\eta G_n)$, we have

$$S_n=\frac{e^{-\eta(H_n-\log n)}}{\eta\,G_n}\longrightarrow\frac{e^{-\gamma\eta}}{\eta\,\Gamma(\eta)}=\frac{e^{-\gamma\eta}}{\Gamma(1+\eta)},$$

because $H_n-\log n\to\gamma$. Meanwhile $H_n\to\infty$, so $p_0=e^{-\eta H_n}\to0$.

**Two modes.** For $n=2$ the formulas give $p_0=e^{-3\eta/2}$, $p_1=\eta p_0$ and $p_2=(\eta/2+\eta^2/2)p_0$. The two terms in $p_2$ are one photon of energy 2 and two photons of energy 1. The sum is $(1+\eta)(1+\eta/2)e^{-3\eta/2}$, as the product requires.

## The Lean file

```lean
import Mathlib

open Finset Filter Topology

namespace DiscreteYFS

noncomputable section

/-- The Poisson probability of counting `j` photons when the mean number is `μ`. -/
def poisson (μ : ℝ) (j : ℕ) : ℝ := Real.exp (-μ) * μ ^ j / (j.factorial : ℝ)

/-- Total energy of a configuration with `c k` photons in mode `k`, each of energy `k + 1`. -/
def energy {n : ℕ} (c : Fin n → ℕ) : ℕ := ∑ k, (k.val + 1) * c k

/-- Probability of a photon configuration: independent Poisson modes, the mode of energy
`k + 1` having mean occupation `η / (k + 1)`. -/
def weight (η : ℝ) {n : ℕ} (c : Fin n → ℕ) : ℝ :=
  ∏ k, poisson (η / (k.val + 1)) (c k)

/-- The finite set of photon configurations with total energy `m`. -/
def configs (n m : ℕ) : Finset (Fin n → ℕ) :=
  (Fintype.piFinset fun _ => range (m + 1)).filter fun c => energy c = m

/-- Probability that the emitted photons carry total energy `m`. -/
def energyProb (η : ℝ) (n m : ℕ) : ℝ := ∑ c ∈ configs n m, weight η c

/-- The energy in one mode is at most the total energy. -/
lemma mode_le_energy {n : ℕ} (c : Fin n → ℕ) (k : Fin n) :
    (k.val + 1) * c k ≤ energy c :=
  single_le_sum (f := fun i : Fin n => (i.val + 1) * c i)
    (fun _ _ => Nat.zero_le _) (mem_univ k)

/-- The set `configs n m` contains exactly the configurations of total energy `m`. -/
lemma mem_configs {n m : ℕ} {c : Fin n → ℕ} : c ∈ configs n m ↔ energy c = m := by
  simp only [configs, mem_filter, Fintype.mem_piFinset, mem_range, and_iff_right_iff_imp]
  intro h k
  have h2 : c k ≤ energy c :=
    (Nat.le_mul_of_pos_left _ (Nat.succ_pos _)).trans (mode_le_energy c k)
  omega

/-- One more photon in mode `k` raises the total energy by `k + 1`. -/
lemma energy_add_single {n : ℕ} (c : Fin n → ℕ) (k : Fin n) :
    energy (c + Pi.single k 1) = energy c + (k.val + 1) := by
  simp [energy, mul_add, sum_add_distrib, Pi.single_apply]

/-- Adding a photon to mode `k`: photon energy times new occupation times new probability
equals `η` times the old probability. -/
lemma weight_add_single (η : ℝ) {n : ℕ} (c : Fin n → ℕ) (k : Fin n) :
    ((k.val : ℝ) + 1) * ((c k : ℝ) + 1) * weight η (c + Pi.single k 1)
      = η * weight η c := by
  have hp : ∀ (μ : ℝ) (j : ℕ), ((j : ℝ) + 1) * poisson μ (j + 1) = μ * poisson μ j := by
    intro μ j
    have h1 : (j : ℝ) + 1 ≠ 0 := by positivity
    have h2 : (j.factorial : ℝ) ≠ 0 := by positivity
    unfold poisson
    rw [Nat.factorial_succ, pow_succ]
    push_cast
    field_simp
  have hq : ((k.val : ℝ) + 1) * (η / (k.val + 1)) = η :=
    by
      have h1 : (k.val : ℝ) + 1 ≠ 0 := by positivity
      field_simp
  -- separate mode k from the other modes
  have split : ∀ d : Fin n → ℕ, weight η d = poisson (η / (k.val + 1)) (d k) *
      ∏ i ∈ univ.erase k, poisson (η / (i.val + 1)) (d i) := fun d =>
    (mul_prod_erase univ (fun i : Fin n => poisson (η / (i.val + 1)) (d i))
      (mem_univ k)).symm
  have key : ∀ d : Fin n → ℕ, d k = c k + 1 → (∀ i, i ≠ k → d i = c i) →
      ((k.val : ℝ) + 1) * ((c k : ℝ) + 1) * weight η d = η * weight η c := by
    intro d hs ho
    -- the other modes are untouched
    have h : ∏ i ∈ univ.erase k, poisson (η / (i.val + 1)) (d i)
        = ∏ i ∈ univ.erase k, poisson (η / (i.val + 1)) (c i) :=
      prod_congr rfl fun i hi => by rw [ho i (ne_of_mem_erase hi)]
    rw [split d, split c, h, hs]
    linear_combination (∏ i ∈ univ.erase k, poisson (η / (i.val + 1)) (c i)) *
      (((k.val : ℝ) + 1) * hp (η / (k.val + 1)) (c k) + poisson (η / (k.val + 1)) (c k) * hq)
  exact key _ (by simp) (fun i hi => by simp [hi])

/-- The energy carried by mode `k`, summed over configurations of total energy `r + (k + 1)`
with their probabilities, is `η` times the probability of total energy `r`. -/
lemma mode_energy_sum (η : ℝ) {n : ℕ} (k : Fin n) (r : ℕ) :
    ∑ c ∈ configs n (r + (k.val + 1)), ((k.val : ℝ) + 1) * (c k : ℝ) * weight η c
      = η * energyProb η n r := by
  rw [energyProb, mul_sum]
  symm
  refine sum_of_injOn (fun c => c + Pi.single k 1) ?_ ?_ ?_ ?_
  · intro a _ b _ h
    exact add_right_cancel h
  · intro c hc
    simp only [mem_coe, mem_configs] at hc ⊢
    rw [energy_add_single, hc]
  · -- configurations not reached have no photon in mode k
    intro c hc hn
    have h0 : c k = 0 := by
      by_contra h
      apply hn
      have e : (c - Pi.single k 1) + Pi.single k 1 = c := by
        funext i
        by_cases hi : i = k
        · subst hi
          simp only [Pi.add_apply, Pi.sub_apply, Pi.single_eq_same]
          omega
        · simp [hi]
      refine ⟨c - Pi.single k 1, ?_, e⟩
      rw [mem_configs] at hc
      rw [mem_coe, mem_configs]
      have h1 := energy_add_single (c - Pi.single k 1) k
      rw [e] at h1
      omega
    simp [h0]
  · intro c _
    have h := weight_add_single η c k
    simp only [Pi.add_apply, Pi.single_eq_same, Nat.cast_add, Nat.cast_one]
    exact h.symm

/-- Recursion for the total-energy distribution: `m p_m = η (p_0 + ... + p_(m-1))` for
`m ≤ n`. -/
theorem energy_recursion (η : ℝ) {n m : ℕ} (hm : m ≤ n) :
    (m : ℝ) * energyProb η n m = η * ∑ j ∈ range m, energyProb η n j := by
  -- distribute the total energy over the modes
  have h1 : (m : ℝ) * energyProb η n m
      = ∑ k : Fin n, ∑ c ∈ configs n m, ((k.val : ℝ) + 1) * (c k : ℝ) * weight η c := by
    rw [sum_comm, energyProb, mul_sum]
    refine sum_congr rfl fun c hc => ?_
    rw [← sum_mul]
    congr 1
    rw [← mem_configs.1 hc]
    simp [energy]
  have h2 : ∀ k : Fin n, ∑ c ∈ configs n m, ((k.val : ℝ) + 1) * (c k : ℝ) * weight η c
      = if k.val < m then η * energyProb η n (m - 1 - k.val) else 0 := by
    intro k
    split_ifs with h
    · have h3 := mode_energy_sum η k (m - 1 - k.val)
      rwa [show m - 1 - k.val + (k.val + 1) = m by omega] at h3
    · refine sum_eq_zero fun c hc => ?_
      have h0 : c k = 0 := by
        by_contra h0
        have a := mem_configs.1 hc
        have b : k.val + 1 ≤ energy c :=
          (Nat.le_mul_of_pos_right _ (Nat.pos_of_ne_zero h0)).trans (mode_le_energy c k)
        omega
      simp [h0]
  have hf : (range n).filter (fun k => k < m) = range m := by
    ext k
    simp only [mem_filter, mem_range]
    omega
  rw [h1, sum_congr rfl fun k _ => h2 k,
    Fin.sum_univ_eq_sum_range
      (fun k => if k < m then η * energyProb η n (m - 1 - k) else 0) n,
    ← sum_filter, hf, ← mul_sum, sum_range_reflect (energyProb η n) m]

/-- The exponential `exp (-η H_n)` is the product over `k = 1, ..., n` of the single-mode factors
`exp (-η/k)`. -/
lemma exp_harmonic (η : ℝ) (n : ℕ) :
    Real.exp (-η * (harmonic n : ℝ)) = ∏ k ∈ range n, Real.exp (-(η / ((k : ℝ) + 1))) := by
  rw [← Real.exp_sum, harmonic]
  push_cast
  rw [mul_sum]
  congr 1
  exact sum_congr rfl fun k _ => by ring

/-- The probability of zero emitted energy is `exp (-η H_n)`. -/
theorem energyProb_zero (η : ℝ) (n : ℕ) :
    energyProb η n 0 = Real.exp (-η * (harmonic n : ℝ)) := by
  have hc : configs n 0 = {0} := by
    ext c
    rw [mem_configs, mem_singleton]
    constructor
    · intro h
      funext k
      have h2 : c k ≤ energy c :=
        (Nat.le_mul_of_pos_left _ (Nat.succ_pos _)).trans (mode_le_energy c k)
      simp only [Pi.zero_apply]
      omega
    · rintro rfl
      simp [energy]
  rw [energyProb, hc, sum_singleton, exp_harmonic]
  simp only [weight, poisson, Pi.zero_apply, pow_zero, Nat.factorial_zero, Nat.cast_one,
    mul_one, div_one]
  exact Fin.prod_univ_eq_prod_range (fun k : ℕ => Real.exp (-(η / ((k : ℝ) + 1)))) n

/-- For `m ≤ n`, the probability that the total emitted energy is at most `m` is `exp (-η H_n)`
times the product over `k = 1, ..., m` of `1 + η/k`. -/
theorem cumulative_eq (η : ℝ) {n m : ℕ} (hm : m ≤ n) :
    ∑ j ∈ range (m + 1), energyProb η n j
      = Real.exp (-η * (harmonic n : ℝ)) * ∏ k ∈ range m, (1 + η / ((k : ℝ) + 1)) := by
  induction m with
  | zero => simp [energyProb_zero]
  | succ m ih =>
    have i := ih (by omega)
    have r := energy_recursion η hm
    push_cast at r
    have h : (m : ℝ) + 1 ≠ 0 := by positivity
    have hp : energyProb η n (m + 1)
        = η / ((m : ℝ) + 1) * ∑ j ∈ range (m + 1), energyProb η n j := by
      rw [div_mul_eq_mul_div, eq_div_iff h]
      linarith
    rw [sum_range_succ, prod_range_succ, hp, i]
    ring

/-- The probability that the total emitted energy is at most `n` is the product over
`k = 1, ..., n` of `(1 + η/k) exp (-η/k)`. -/
theorem inclusive_eq_prod (η : ℝ) (n : ℕ) :
    ∑ m ∈ range (n + 1), energyProb η n m
      = ∏ k ∈ range n, (1 + η / ((k : ℝ) + 1)) * Real.exp (-(η / ((k : ℝ) + 1))) := by
  rw [cumulative_eq η le_rfl, prod_mul_distrib, exp_harmonic, mul_comm]

/-- As `n` grows, the probability that the total emitted energy is at most `n` tends to
`exp (-γ η) / Γ(1 + η)`, with `γ` Euler's constant. -/
theorem inclusive_tendsto {η : ℝ} (hη : 0 < η) :
    Tendsto (fun n : ℕ => ∑ m ∈ range (n + 1), energyProb η n m) atTop
      (𝓝 (Real.exp (-Real.eulerMascheroniConstant * η) / Real.Gamma (1 + η))) := by
  have hlim : Tendsto (fun n : ℕ => Real.exp (-η * ((harmonic n : ℝ) - Real.log n))
      / (η * Real.GammaSeq η n)) atTop
      (𝓝 (Real.exp (-η * Real.eulerMascheroniConstant) / (η * Real.Gamma η))) :=
    ((Real.continuous_exp.tendsto _).comp
      (Real.tendsto_harmonic_sub_log.const_mul (-η))).div
      ((Real.GammaSeq_tendsto_Gamma η).const_mul η)
      (mul_pos hη (Real.Gamma_pos_of_pos hη)).ne'
  rw [add_comm 1 η, Real.Gamma_add_one hη.ne',
    show -Real.eulerMascheroniConstant * η = -η * Real.eulerMascheroniConstant by ring]
  refine hlim.congr' ?_
  filter_upwards [eventually_gt_atTop 0] with n hn
  have hn' : (0 : ℝ) < n := by exact_mod_cast hn
  have hprod : ∏ k ∈ range n, (1 + η / ((k : ℝ) + 1))
      = (∏ k ∈ range n, (η + ((k : ℝ) + 1))) / (n.factorial : ℝ) := by
    rw [← prod_range_add_one_eq_factorial]
    push_cast
    rw [← prod_div_distrib]
    refine prod_congr rfl fun k _ => ?_
    have h : (k : ℝ) + 1 ≠ 0 := by positivity
    rw [add_div, div_self h]
    ring
  -- the logarithm turns into the power of n in Euler's formula
  have hexp : Real.exp (-η * ((harmonic n : ℝ) - Real.log n))
      = Real.exp (-η * (harmonic n : ℝ)) * (n : ℝ) ^ η := by
    rw [Real.rpow_def_of_pos hn', ← Real.exp_add]
    congr 1
    ring
  have alg : ∀ E A F Q : ℝ, A ≠ 0 → F ≠ 0 → Q ≠ 0 →
      E * A / (η * (A * F / (Q * η))) = E * (Q / F) := by
    intro E A F Q hA hF hQ
    have h := hη.ne'
    field_simp
  rw [cumulative_eq η le_rfl, hprod, hexp, Real.GammaSeq, prod_range_succ']
  simp only [Nat.cast_zero, add_zero, Nat.cast_add, Nat.cast_one]
  exact alg _ _ _ _ (Real.rpow_pos_of_pos hn' η).ne' (by positivity)
    (prod_pos fun k _ => by positivity).ne'

/-- The probability of zero emitted energy tends to zero as the number of modes grows. -/
theorem no_emission_tendsto_zero {η : ℝ} (hη : 0 < η) :
    Tendsto (fun n : ℕ => energyProb η n 0) atTop (𝓝 0) := by
  simp_rw [energyProb_zero]
  have hH : Tendsto (fun n : ℕ => (harmonic n : ℝ)) atTop atTop := by
    have h := Real.tendsto_harmonic_sub_log.add_atTop
      (Real.tendsto_log_atTop.comp tendsto_natCast_atTop_atTop)
    refine h.congr fun n => ?_
    simp
  exact Real.tendsto_exp_atBot.comp (hH.const_mul_atTop_of_neg (neg_lt_zero.2 hη))

end

end DiscreteYFS
```

```lean
#print axioms DiscreteYFS.inclusive_eq_prod
-- 'DiscreteYFS.inclusive_eq_prod' depends on axioms: [propext, Classical.choice, Quot.sound]
#print axioms DiscreteYFS.inclusive_tendsto
-- 'DiscreteYFS.inclusive_tendsto' depends on axioms: [propext, Classical.choice, Quot.sound]
#print axioms DiscreteYFS.no_emission_tendsto_zero
-- 'DiscreteYFS.no_emission_tendsto_zero' depends on axioms: [propext, Classical.choice, Quot.sound]
```

## What the theorems say about the photons

A configuration is a function `c : Fin n → ℕ`, and `energy` and `weight` are $E(c)$ and $w(c)$. The finite set `configs n m` is cut out of a box in which each occupation number is at most `m`. The lemma `mem_configs` shows that the box loses nothing: membership is equivalent to `energy c = m`. So `energyProb η n m` is $p_m$, defined by summing over configurations, and the recursion is a theorem about it.

- `energy_recursion` is $m\,p_m=\eta(p_0+\dots+p_{m-1})$ for `m ≤ n`.
- `energyProb_zero` is $p_0=e^{-\eta H_n}$, with Mathlib's rational `harmonic n` cast to the reals.
- `inclusive_eq_prod` is the product formula. Here `range (n + 1)` runs over the energies $0,\dots,n$ and `range n` over the modes.
- `inclusive_tendsto` and `no_emission_tendsto_zero` are the two limits, under the hypothesis `0 < η`.

The finite identities hold for every real $\eta$, though for $n\ge1$ the weights are probabilities only when $\eta\ge0$. They include $n=0$, where there are no modes and both sides of the product formula equal 1.

The independent Poisson modes and the means $\eta/(k+1)$ are put in by definition. Physically they stand for soft emission from a classical current, with the recoil of the charged particles neglected; $\eta$ is then fixed by the charges and velocities before and after the scattering. YFS exponentiation is a statement about QED amplitudes, in which real and virtual soft factors are separated to all orders. The file treats only the photon statistics that result. The factors $e^{-\mu_k}$, which virtual photons supply in QED, enter here as the normalisation of the Poisson distributions. Hard-photon corrections are absent. In the product formula and its limit the threshold equals the highest mode energy; with the threshold at a fixed fraction $x$ of that energy, $0<x\le1$, the limit would carry a further factor $x^\eta$.

Within this recoil-free model with equally spaced energies, the product formula gives an exact value against which a sampler of soft-photon multiplicities can be tested at finite $n$.

## How the proof follows the derivation

`weight_add_single` is the one-photon identity. It splits the product into mode `k` and the rest, notes that the rest is unchanged, and combines the Poisson relation `hp` with the cancellation `hq` by `linear_combination`.

`mode_energy_sum` carries out the reindexing with `sum_of_injOn`, applied to the map that adds a photon to mode `k`. The four goals are that this map is injective, that it lands at the right energy, that configurations it misses contribute zero, and that the summands agree. For the third, a configuration with a photon in mode `k` is shown to be the image of the configuration with that photon removed.

In `energy_recursion`, `h1` distributes the energy over the modes and exchanges the sums with `sum_comm`. Then `h2` evaluates each mode, separating `k < m` from the modes that must be empty. Finally `sum_range_reflect` reverses the order of summation, turning $p_{m-1-k}$ into $p_j$.

`energyProb_zero` identifies the vacuum as the only zero-energy configuration, and `exp_harmonic` writes $e^{-\eta H_n}$ as a product over the modes, which is then matched with the weight of the vacuum. `cumulative_eq` is the induction $S_{m+1}=(1+\eta/(m+1))S_m$, and `inclusive_eq_prod` is its case $m=n$.

For the limit, `hlim` combines Mathlib's theorems on `Real.GammaSeq` (the $G_n$ above) and on $H_n-\log n$. The remaining work shows that the expression in `hlim` equals the cumulative probability for every $n>0$: `hprod` extracts the factorial, `hexp` turns the logarithm into $n^\eta$, and `alg` does the final cancellation. The last theorem obtains $H_n\to\infty$ by adding the divergent $\log n$ to the convergent difference, and then applies the decay of the exponential.
